# The second and third moments of a Hermitian triplet reveal whether two levels coincide

## A doublet and a singlet

A low-symmetry crystal field splits a threefold orbital level, such as $t_{2g}$. Has it left a degeneracy behind?

Here singlet, doublet and triplet count levels, not spin multiplicity. Take a doublet at energy $0$ and a singlet at $\delta$. The barycentre is $\delta/3$, and the levels are displaced from it by $-\delta/3,-\delta/3,2\delta/3$. The sums of the squares and cubes of these displacements are

$$M_2=\tfrac23\delta^2,\qquad M_3=\tfrac29\delta^3,$$

so $6M_3^2=\tfrac{8}{27}\delta^6=M_2^3$. For three distinct levels at $-1,0,1$, however, $M_2=2$ and $M_3=0$, and $6M_3^2<M_2^3$. The two moments distinguish these cases, and both can be computed as traces, without diagonalisation.

## Statement for a general triplet

Let $V$ be a Hermitian $3\times3$ matrix with levels $e_0,e_1,e_2$. Put $b=\operatorname{tr}V/3$ and $M_k=\operatorname{tr}(V-b)^k$. Then

$$6M_3^2\le M_2^3,$$

with equality exactly when at least two levels coincide. If $V$ is real, symmetric and traceless, then $b=0$ and this reads $6(\operatorname{tr}V^3)^2\le(\operatorname{tr}V^2)^3$.

In Lean, `𝕜` stands for the real or complex numbers, and `V.IsHermitian` means symmetric in the real case. `hV.eigenvalues` lists the levels with multiplicity, so a repeated level is expressed by `¬ Function.Injective hV.eigenvalues`. `moment V k` is $M_k$, a sum that is not divided by three. The real parts in the definitions change nothing for Hermitian $V$.

In crystal-field or electronic-structure work, the criterion applies to the $3\times3$ energy matrix of a single isolated triplet, written in an orthonormal basis. That such a matrix describes the ion, with mixing into other levels neglected or already absorbed into $V$, is a physical assumption. For an orbital level such as $t_{2g}$, the $3\times3$ matrix also leaves out spin–orbit coupling, which acts on the six spin-orbitals.

## Derivation from the level displacements

Write $V=UDU^\dagger$ with $U$ unitary and $D$ the diagonal matrix of the levels. Then $(V-b)^k=U(D-b)^kU^\dagger$, and cyclicity of the trace gives $M_k=\sum_i(e_i-b)^k$.

Call the displacements $p=e_0-b$, $q=e_1-b$, $r=e_2-b$. Since $\operatorname{tr}V=e_0+e_1+e_2=3b$, they sum to zero, so $r=-p-q$. With $S=p^2+pq+q^2$ and $w=pq$,

$$M_2=2S,\qquad M_3=p^3+q^3-(p+q)^3=-3w(p+q).$$

Because $(p+q)^2=S+w$,

$$M_2^3-6M_3^2=8S^3-54w^2(S+w).$$

For the level spacings, $q-r=p+2q$ and $r-p=-(2p+q)$. Also $(p-q)^2=S-3w$ and $(p+2q)(2p+q)=2S+3w$. Hence

$$[(p-q)(q-r)(r-p)]^2=(S-3w)(2S+3w)^2=4S^3-27w^2(S+w),$$

and therefore

$$M_2^3-6M_3^2=2[(e_0-e_1)(e_1-e_2)(e_2-e_0)]^2.$$

The right side is non-negative and vanishes exactly when two levels coincide.

## The sign and the zero of the third moment

For a doublet and a singlet, let $\delta$ be the singlet energy minus the doublet energy. The opening formulas hold wherever the doublet lies, so $M_3>0$ puts the singlet on top and $M_3<0$ puts it below.

The zero-sum condition also gives a neighbouring result: $M_3=-3pq(p+q)=3pqr$. The third moment therefore vanishes exactly when some level lies at the barycentre.

## A matrix with non-zero trace

For $V=\operatorname{diag}(1,0,0)$, $\operatorname{tr}V^2=\operatorname{tr}V^3=1$, and the inequality in unshifted traces would read $6\le1$. That version fails without a further hypothesis, such as $\operatorname{tr}V=0$; the version with moments about $b$ holds for every Hermitian $3\times3$ matrix.

## The Lean file

```lean
import Mathlib

open Matrix

namespace TripletMoments

noncomputable section

variable {𝕜 : Type*} [RCLike 𝕜]

/-- The barycentre of a triplet: one third of the (real part of the) trace of its
3×3 energy matrix. -/
def barycentre (V : Matrix (Fin 3) (Fin 3) 𝕜) : ℝ :=
  RCLike.re V.trace / 3

/-- The `k`-th moment of a triplet about its barycentre `b`, not divided by the number of
levels: the (real part of the) trace of `(V - b)^k`. -/
def moment (V : Matrix (Fin 3) (Fin 3) 𝕜) (k : ℕ) : ℝ :=
  RCLike.re ((V - (barycentre V : 𝕜) • (1 : Matrix (Fin 3) (Fin 3) 𝕜)) ^ k).trace

/-- For a Hermitian matrix of any size, the trace of `(V - b)^k` is the sum over the levels of the
`k`-th powers of their signed displacements from the real reference energy `b`. -/
theorem trace_sub_pow {n : Type*} [Fintype n] [DecidableEq n] {V : Matrix n n 𝕜}
    (hV : V.IsHermitian) (b : ℝ) (k : ℕ) :
    ((V - (b : 𝕜) • (1 : Matrix n n 𝕜)) ^ k).trace
      = ((∑ i, (hV.eigenvalues i - b) ^ k : ℝ) : 𝕜) := by
  have hd : diagonal (fun i => ((hV.eigenvalues i - b : ℝ) : 𝕜))
      = diagonal (RCLike.ofReal ∘ hV.eigenvalues) - (b : 𝕜) • (1 : Matrix n n 𝕜) := by
    ext i j
    by_cases hij : i = j
    · subst hij
      simp
      exact Algebra.algebraMap_eq_smul_one b
    · simp [hij]
  -- the shifted matrix is diagonal in the eigenbasis of `V`
  have h : V - (b : 𝕜) • (1 : Matrix n n 𝕜)
      = Unitary.conjStarAlgAut 𝕜 _ hV.eigenvectorUnitary
          (diagonal (fun i => ((hV.eigenvalues i - b : ℝ) : 𝕜))) := by
    rw [hd, map_sub, map_smul, map_one, ← hV.spectral_theorem]
  -- the trace does not depend on the basis
  rw [h, ← map_pow, Unitary.conjStarAlgAut_apply, Matrix.trace_mul_cycle,
    Unitary.coe_star_mul_self, one_mul, Matrix.diagonal_pow, Matrix.trace_diagonal]
  simp

variable {V : Matrix (Fin 3) (Fin 3) 𝕜}

/-- The moments of a Hermitian triplet are the power sums of the displacements of its three
levels from the barycentre. -/
theorem moment_eq_sum (hV : V.IsHermitian) (k : ℕ) :
    moment V k = ∑ i, (hV.eigenvalues i - barycentre V) ^ k := by
  unfold moment
  rw [trace_sub_pow hV, RCLike.ofReal_re]

/-- Barycentre rule: the displacements of the three levels of a Hermitian triplet from the
barycentre add up to zero. -/
theorem sum_displacements (hV : V.IsHermitian) :
    (hV.eigenvalues 0 - barycentre V) + (hV.eigenvalues 1 - barycentre V)
      + (hV.eigenvalues 2 - barycentre V) = 0 := by
  have h : RCLike.re V.trace = ∑ i, hV.eigenvalues i := by
    rw [hV.trace_eq_sum_eigenvalues]
    simp
  rw [Fin.sum_univ_three] at h
  unfold barycentre
  rw [h]
  ring

/-- For a Hermitian triplet, the second moment cubed minus six times the third moment squared
is twice the squared product of the three level spacings. -/
theorem moment_discriminant (hV : V.IsHermitian) :
    moment V 2 ^ 3 - 6 * moment V 3 ^ 2
      = 2 * ((hV.eigenvalues 0 - hV.eigenvalues 1) * (hV.eigenvalues 1 - hV.eigenvalues 2)
          * (hV.eigenvalues 2 - hV.eigenvalues 0)) ^ 2 := by
  have key : ∀ p q r : ℝ, p + q + r = 0 →
      (p ^ 2 + q ^ 2 + r ^ 2) ^ 3 - 6 * (p ^ 3 + q ^ 3 + r ^ 3) ^ 2
        = 2 * ((p - q) * (q - r) * (r - p)) ^ 2 := by
    intro p q r h
    obtain rfl : r = -p - q := by linarith
    ring
  rw [moment_eq_sum hV, moment_eq_sum hV, Fin.sum_univ_three, Fin.sum_univ_three,
    key _ _ _ (sum_displacements hV)]
  ring

/-- For every Hermitian triplet, six times the squared third moment about the barycentre is at
most the cubed second moment, with equality exactly when two of the three levels coincide. -/
theorem moment_inequality (hV : V.IsHermitian) :
    6 * moment V 3 ^ 2 ≤ moment V 2 ^ 3 ∧
      (6 * moment V 3 ^ 2 = moment V 2 ^ 3 ↔ ¬ Function.Injective hV.eigenvalues) := by
  have hdisc := moment_discriminant hV
  refine ⟨?_, ?_, ?_⟩
  · have := sq_nonneg ((hV.eigenvalues 0 - hV.eigenvalues 1)
      * (hV.eigenvalues 1 - hV.eigenvalues 2) * (hV.eigenvalues 2 - hV.eigenvalues 0))
    linarith
  · -- equality makes one of the three spacings vanish
    intro h hinj
    have hsq : ((hV.eigenvalues 0 - hV.eigenvalues 1) * (hV.eigenvalues 1 - hV.eigenvalues 2)
        * (hV.eigenvalues 2 - hV.eigenvalues 0)) ^ 2 = 0 := by linarith
    rcases mul_eq_zero.mp (pow_eq_zero_iff two_ne_zero |>.mp hsq) with h1 | h1
    · rcases mul_eq_zero.mp h1 with h2 | h2
      · exact absurd (hinj (sub_eq_zero.mp h2)) (by decide)
      · exact absurd (hinj (sub_eq_zero.mp h2)) (by decide)
    · exact absurd (hinj (sub_eq_zero.mp h1)) (by decide)
  · -- a repeated level makes the product of spacings vanish
    intro h
    have key : ∀ e : Fin 3 → ℝ, ¬ Function.Injective e →
        (e 0 - e 1) * (e 1 - e 2) * (e 2 - e 0) = 0 := by
      intro e he
      by_contra hp
      simp only [mul_eq_zero, sub_eq_zero, not_or] at hp
      apply he
      intro i j hij
      fin_cases i <;> fin_cases j <;> simp_all
    rw [key _ h] at hdisc
    linarith

/-- For a real symmetric traceless 3×3 matrix, `6 (tr V³)² ≤ (tr V²)³`, with equality exactly
when `V` has a repeated eigenvalue. -/
theorem traceless_trace_inequality {V : Matrix (Fin 3) (Fin 3) ℝ} (hV : V.IsHermitian)
    (h0 : V.trace = 0) :
    6 * (V ^ 3).trace ^ 2 ≤ (V ^ 2).trace ^ 3 ∧
      (6 * (V ^ 3).trace ^ 2 = (V ^ 2).trace ^ 3 ↔ ¬ Function.Injective hV.eigenvalues) := by
  have hm : ∀ k, moment V k = (V ^ k).trace := by
    intro k
    simp [moment, barycentre, h0]
  rw [← hm, ← hm]
  exact moment_inequality hV

/-- If levels `i` and `j` of a Hermitian triplet coincide and `k` is the remaining one, the
second and third moments are `2δ²/3` and `2δ³/9`, where `δ` is the energy of level `k` minus
that of the coinciding pair. -/
theorem moments_of_doublet (hV : V.IsHermitian) {i j k : Fin 3} (hij : i ≠ j) (hik : i ≠ k)
    (hjk : j ≠ k) (h : hV.eigenvalues i = hV.eigenvalues j) :
    moment V 2 = 2 / 3 * (hV.eigenvalues k - hV.eigenvalues i) ^ 2 ∧
      moment V 3 = 2 / 9 * (hV.eigenvalues k - hV.eigenvalues i) ^ 3 := by
  have hu : ∀ i j k : Fin 3, i ≠ j → i ≠ k → j ≠ k →
      (Finset.univ : Finset (Fin 3)) = {i, j, k} := by decide
  have hs : ∀ f : Fin 3 → ℝ, ∑ x, f x = f i + (f j + f k) := by
    intro f
    rw [hu i j k hij hik hjk, Finset.sum_insert (by simp [hij, hik]), Finset.sum_pair hjk]
  -- the barycentre is the mean of the levels, with the coinciding pair counted twice
  have hb : barycentre V = (2 * hV.eigenvalues i + hV.eigenvalues k) / 3 := by
    have h1 := sum_displacements hV
    have h2 := hs hV.eigenvalues
    rw [Fin.sum_univ_three] at h2
    linarith
  rw [moment_eq_sum hV, moment_eq_sum hV, hs, hs, ← h, hb]
  constructor <;> ring

/-- The third moment of a Hermitian triplet vanishes exactly when one of its levels lies at
the barycentre. -/
theorem third_moment_eq_zero_iff (hV : V.IsHermitian) :
    moment V 3 = 0 ↔ ∃ i, hV.eigenvalues i = barycentre V := by
  have key : ∀ p q r : ℝ, p + q + r = 0 → p ^ 3 + q ^ 3 + r ^ 3 = 3 * (p * q * r) := by
    intro p q r h
    obtain rfl : r = -p - q := by linarith
    ring
  -- the third moment is three times the product of the displacements
  have hprod : moment V 3 = 3 * ∏ i, (hV.eigenvalues i - barycentre V) := by
    rw [moment_eq_sum hV, Fin.sum_univ_three, Fin.prod_univ_three,
      key _ _ _ (sum_displacements hV)]
  rw [hprod]
  constructor
  · intro h
    have h1 : ∏ i, (hV.eigenvalues i - barycentre V) = 0 := by linarith
    obtain ⟨i, _, hi⟩ := Finset.prod_eq_zero_iff.mp h1
    exact ⟨i, sub_eq_zero.mp hi⟩
  · rintro ⟨i, hi⟩
    rw [Finset.prod_eq_zero (Finset.mem_univ i) (sub_eq_zero.mpr hi), mul_zero]

end

end TripletMoments
```

```lean
#print axioms TripletMoments.moment_inequality
#print axioms TripletMoments.traceless_trace_inequality
#print axioms TripletMoments.moments_of_doublet
#print axioms TripletMoments.third_moment_eq_zero_iff
```

```
'TripletMoments.moment_inequality' depends on axioms: [propext, Classical.choice, Quot.sound]
'TripletMoments.traceless_trace_inequality' depends on axioms: [propext, Classical.choice, Quot.sound]
'TripletMoments.moments_of_doublet' depends on axioms: [propext, Classical.choice, Quot.sound]
'TripletMoments.third_moment_eq_zero_iff' depends on axioms: [propext, Classical.choice, Quot.sound]
```

## From the spectral theorem to the equality case

`trace_sub_pow` proves the trace formula for a Hermitian matrix of any finite size. Conjugation by the eigenvector unitary respects differences and powers, and `Matrix.trace_mul_cycle` then removes the unitary. `moment_eq_sum` specialises this to the triplet, and `sum_displacements` is the barycentre rule.

In `moment_discriminant`, the auxiliary `key` substitutes $r=-p-q$, and `ring` does the expansion carried out above with $S$ and $w$. `moment_inequality` obtains the bound from `sq_nonneg`. For equality, a vanishing product forces one spacing to be zero, which contradicts injectivity. Conversely, if no spacing vanished, checking the index pairs would make the list injective.

`traceless_trace_inequality` sets $b=0$. `moments_of_doublet` reorders the sum so that the coinciding pair comes first, finds the barycentre, and finishes with `ring`. `third_moment_eq_zero_iff` writes $M_3$ as three times the product of the displacements and uses the fact that a product vanishes exactly when a factor does.
